# Aligned linear birefringence keeps optical activity from moving all the light into the crossed polarization

When linearly polarized light of unit intensity has travelled a depth $z$ through a uniform, lossless medium with optical activity $g\neq0$ and linear birefringence $d$, whose axes lie along and across the input polarizer, the intensity behind a crossed polarizer is $g^2\sin^2(z\sqrt{d^2+g^2})/(d^2+g^2)$. Its maximum over $z$ is $g^2/(d^2+g^2)$, which equals 1 exactly when $d=0$. Here $g$ is the rotation angle per unit length that the optical activity alone would give, and $d$ is half the difference between the propagation constants that the two linear polarizations would have without it. Both are taken to be small in magnitude compared with the mean propagation constant.

```lean
import Mathlib

open Matrix
open Complex (I)

namespace OpticalActivityBirefringence

noncomputable section

/-- The coupling matrix `H` of a medium with linear birefringence `d` and optical activity `g`, in
the basis of linear polarizations along and across the input polarizer, which are also the
directions of the birefringence axes. -/
def coupling (d g : ℝ) : Matrix (Fin 2) (Fin 2) ℂ :=
  !![(d : ℂ), -I * g; I * g, -(d : ℂ)]

/-- The polarization amplitudes `ψ` obey `i ψ' = H ψ` at every depth `z`,
written as `ψ' = -i H ψ`. -/
def Propagates (d g : ℝ) (ψ : ℝ → Fin 2 → ℂ) : Prop :=
  ∀ z, HasDerivAt ψ ((-I) • (coupling d g *ᵥ ψ z)) z

/-- The angular spatial rate `√(d² + g²)` at which the polarization amplitudes oscillate. -/
def beatRate (d g : ℝ) : ℝ := √(d ^ 2 + g ^ 2)

/-- The square of the coupling matrix is `d² + g²` times the identity. -/
theorem coupling_sq (d g : ℝ) :
    coupling d g * coupling d g = ((d ^ 2 + g ^ 2 : ℝ) : ℂ) • 1 := by
  ext i j
  fin_cases i <;> fin_cases j <;>
    simp [coupling, Matrix.mul_apply, Fin.sum_univ_succ]
  all_goals first
    | ring1
    | linear_combination (-(g : ℂ) ^ 2) * Complex.I_sq

/-- A harmonic oscillator `f' = v`, `v' = -ω² f` with values in a real normed space satisfies
`ω f(z) = ω cos(ωz) f(0) + sin(ωz) v(0)`. For `ω ≠ 0` this determines `f` from its initial position
and velocity. -/
theorem oscillator {E : Type*} [NormedAddCommGroup E] [NormedSpace ℝ E]
    {f v : ℝ → E} {ω : ℝ} (hf : ∀ z, HasDerivAt f (v z) z)
    (hv : ∀ z, HasDerivAt v (-(ω ^ 2 • f z)) z) (z : ℝ) :
    ω • f z = (ω * Real.cos (ω * z)) • f 0 + Real.sin (ω * z) • v 0 := by
  have hc (t : ℝ) : HasDerivAt (fun t => Real.cos (ω * t)) (-(ω * Real.sin (ω * t))) t :=
    ((hasDerivAt_id' t).const_mul ω).cos.congr_deriv (by ring)
  have hs (t : ℝ) : HasDerivAt (fun t => Real.sin (ω * t)) (ω * Real.cos (ω * t)) t :=
    ((hasDerivAt_id' t).const_mul ω).sin.congr_deriv (by ring)
  -- two combinations of position and velocity that do not change with `z`
  have hF (t : ℝ) : HasDerivAt
      (fun t => (ω * Real.cos (ω * t)) • f t - Real.sin (ω * t) • v t) 0 t := by
    have h := (((hc t).const_mul ω).smul (hf t)).sub ((hs t).smul (hv t))
    refine h.congr_deriv ?_
    module
  have hG (t : ℝ) : HasDerivAt
      (fun t => (ω * Real.sin (ω * t)) • f t + Real.cos (ω * t) • v t) 0 t := by
    have h := (((hs t).const_mul ω).smul (hf t)).add ((hc t).smul (hv t))
    refine h.congr_deriv ?_
    module
  have eF := is_const_of_deriv_eq_zero (fun t => (hF t).differentiableAt)
    (fun t => (hF t).deriv) z 0
  have eG := is_const_of_deriv_eq_zero (fun t => (hG t).differentiableAt)
    (fun t => (hG t).deriv) z 0
  simp only [mul_zero, Real.cos_zero, Real.sin_zero, mul_one, zero_smul, sub_zero] at eF
  simp only [mul_zero, Real.cos_zero, Real.sin_zero, zero_smul, zero_add, one_smul] at eG
  -- recombine them with `sin² + cos² = 1`
  calc ω • f z
      = (ω * (Real.sin (ω * z) ^ 2 + Real.cos (ω * z) ^ 2)) • f z := by
        rw [Real.sin_sq_add_cos_sq, mul_one]
    _ = Real.cos (ω * z) • ((ω * Real.cos (ω * z)) • f z - Real.sin (ω * z) • v z)
        + Real.sin (ω * z) • ((ω * Real.sin (ω * z)) • f z + Real.cos (ω * z) • v z) := by
        module
    _ = _ := by
        rw [eF, eG]
        module

/-- Propagation law for any input polarization, with `Ω = √(d² + g²)`:
`Ω ψ(z) = Ω cos(Ωz) ψ(0) - i sin(Ωz) H ψ(0)`. -/
theorem propagation {d g : ℝ} {ψ : ℝ → Fin 2 → ℂ} (h : Propagates d g ψ) (z : ℝ) :
    beatRate d g • ψ z = (beatRate d g * Real.cos (beatRate d g * z)) • ψ 0
      + Real.sin (beatRate d g * z) • ((-I) • (coupling d g *ᵥ ψ 0)) := by
  have hω : beatRate d g ^ 2 = d ^ 2 + g ^ 2 := Real.sq_sqrt (by positivity)
  refine oscillator (v := fun t => (-I) • (coupling d g *ᵥ ψ t)) h (fun t => ?_) z
  -- differentiate the equation of motion once more
  let L : (Fin 2 → ℂ) →ₗ[ℝ] (Fin 2 → ℂ) := (Matrix.mulVecLin (coupling d g)).restrictScalars ℝ
  have h1 : HasDerivAt (fun t => coupling d g *ᵥ ψ t)
      (coupling d g *ᵥ ((-I) • (coupling d g *ᵥ ψ t))) t :=
    (LinearMap.toContinuousLinearMap L).hasFDerivAt.comp_hasDerivAt t (h t)
  refine (h1.const_smul (-I)).congr_deriv ?_
  rw [Matrix.mulVec_smul, Matrix.mulVec_mulVec, coupling_sq, Matrix.smul_mulVec,
    Matrix.one_mulVec, hω]
  ext i
  simp only [Pi.smul_apply, Pi.neg_apply, smul_eq_mul, Complex.real_smul]
  linear_combination (((d ^ 2 + g ^ 2 : ℝ) : ℂ) * ψ t i) * Complex.I_sq

/-- For light entering along the first polarizer, the intensity behind the crossed polarizer
satisfies `(d² + g²) |ψ₁(z)|² = g² sin²(z √(d² + g²))`, with components numbered from zero. -/
theorem crossed_intensity {d g : ℝ} {ψ : ℝ → Fin 2 → ℂ} (h : Propagates d g ψ)
    (h0 : ψ 0 = ![1, 0]) (z : ℝ) :
    (d ^ 2 + g ^ 2) * ‖ψ z 1‖ ^ 2 = g ^ 2 * Real.sin (beatRate d g * z) ^ 2 := by
  have hω : beatRate d g ^ 2 = d ^ 2 + g ^ 2 := Real.sq_sqrt (by positivity)
  -- the crossed amplitude times `√(d² + g²)` is real
  have key : (beatRate d g : ℂ) * ψ z 1 = ((g * Real.sin (beatRate d g * z) : ℝ) : ℂ) := by
    have h1 := congrFun (propagation h z) 1
    have h2 : (coupling d g *ᵥ ![1, 0]) 1 = I * g := by
      simp [coupling, Matrix.mulVec, dotProduct, Fin.sum_univ_succ]
    have h3 : (![1, 0] : Fin 2 → ℂ) 1 = 0 := rfl
    rw [h0] at h1
    simp only [Pi.smul_apply, Pi.add_apply, smul_eq_mul, Complex.real_smul, h2, h3] at h1
    rw [h1]
    simp only [Complex.ofReal_mul]
    linear_combination
      (-(g : ℂ) * ((Real.sin (beatRate d g * z) : ℝ) : ℂ)) * Complex.I_sq
  have hn := congrArg (fun w : ℂ => ‖w‖ ^ 2) key
  simp only [norm_mul, Complex.norm_real, Real.norm_eq_abs, mul_pow, sq_abs] at hn
  rw [hω] at hn
  exact hn

/-- In an optically active medium (`g ≠ 0`) with input `(1, 0)`, the crossed-polarizer intensity
is `g² sin²(z √(d² + g²)) / (d² + g²)`. Its maximum over `z` is `g² / (d² + g²)`, and the
maximum is `1` exactly when the linear birefringence `d` vanishes. -/
theorem birefringence_caps_rotation {d g : ℝ} (hg : g ≠ 0) {ψ : ℝ → Fin 2 → ℂ}
    (h : Propagates d g ψ) (h0 : ψ 0 = ![1, 0]) :
    (∀ z, ‖ψ z 1‖ ^ 2 = g ^ 2 * Real.sin (beatRate d g * z) ^ 2 / (d ^ 2 + g ^ 2)) ∧
    IsGreatest (Set.range fun z => ‖ψ z 1‖ ^ 2) (g ^ 2 / (d ^ 2 + g ^ 2)) ∧
    (IsGreatest (Set.range fun z => ‖ψ z 1‖ ^ 2) 1 ↔ d = 0) := by
  have hpos : 0 < d ^ 2 + g ^ 2 := by positivity
  have hΩ : beatRate d g ≠ 0 := (Real.sqrt_pos.2 hpos).ne'
  have hI (z : ℝ) :
      ‖ψ z 1‖ ^ 2 = g ^ 2 * Real.sin (beatRate d g * z) ^ 2 / (d ^ 2 + g ^ 2) := by
    rw [eq_div_iff hpos.ne']
    linear_combination crossed_intensity h h0 z
  have hmax : IsGreatest (Set.range fun z => ‖ψ z 1‖ ^ 2) (g ^ 2 / (d ^ 2 + g ^ 2)) := by
    constructor
    · -- the maximum is reached after a quarter period of the sine
      refine ⟨Real.pi / 2 / beatRate d g, ?_⟩
      have e : beatRate d g * (Real.pi / 2 / beatRate d g) = Real.pi / 2 := by
        field_simp
      change ‖ψ (Real.pi / 2 / beatRate d g) 1‖ ^ 2 = _
      rw [hI, e, Real.sin_pi_div_two, one_pow, mul_one]
    · rintro _ ⟨z, rfl⟩
      change ‖ψ z 1‖ ^ 2 ≤ _
      rw [hI, div_le_div_iff_of_pos_right hpos]
      nlinarith [mul_le_mul_of_nonneg_left (Real.sin_sq_le_one (beatRate d g * z))
        (sq_nonneg g)]
  refine ⟨hI, hmax, fun h1 => ?_, fun hd => ?_⟩
  · have e := h1.unique hmax
    rw [eq_div_iff hpos.ne'] at e
    have hd : d ^ 2 = 0 := by linarith
    exact (pow_eq_zero_iff two_ne_zero).mp hd
  · have e : g ^ 2 / (d ^ 2 + g ^ 2) = 1 := by
      rw [div_eq_one_iff_eq hpos.ne', hd]
      ring
    rwa [e] at hmax

/-- With `d = Ω cos θ` and `g = Ω sin θ`, the amplitudes
`(cos Ωz - i cos θ sin Ωz, sin θ sin Ωz)` obey the propagation equation and start from `(1, 0)`. -/
theorem propagates_witness (Ω θ : ℝ) :
    let ψ : ℝ → Fin 2 → ℂ := fun z =>
      ![(Real.cos (Ω * z) : ℂ) - I * Real.cos θ * Real.sin (Ω * z),
        (Real.sin θ : ℂ) * Real.sin (Ω * z)]
    Propagates (Ω * Real.cos θ) (Ω * Real.sin θ) ψ ∧ ψ 0 = ![1, 0] := by
  intro ψ
  have hm (d g : ℝ) (a b : ℂ) :
      coupling d g *ᵥ ![a, b] = ![d * a - I * g * b, I * g * a - d * b] := by
    ext i
    fin_cases i <;> simp [coupling, Matrix.mulVec, dotProduct, Fin.sum_univ_succ] <;> ring
  have hT := Complex.sin_sq_add_cos_sq (θ : ℂ)
  refine ⟨fun z => ?_, ?_⟩
  · have hc : HasDerivAt (fun t => Real.cos (Ω * t)) (-(Ω * Real.sin (Ω * z))) z :=
      ((hasDerivAt_id' z).const_mul Ω).cos.congr_deriv (by ring)
    have hs : HasDerivAt (fun t => Real.sin (Ω * t)) (Ω * Real.cos (Ω * z)) z :=
      ((hasDerivAt_id' z).const_mul Ω).sin.congr_deriv (by ring)
    dsimp only [ψ]
    rw [hm]
    refine hasDerivAt_pi.2 (Fin.forall_fin_two.2 ⟨?_, ?_⟩)
    · refine (hc.ofReal_comp.fun_sub
        (hs.ofReal_comp.const_mul (I * (Real.cos θ : ℂ)))).congr_deriv ?_
      simp only [Pi.smul_apply, smul_eq_mul, Matrix.cons_val_zero]
      push_cast
      linear_combination (-(Ω : ℂ) * Complex.sin (Ω * z)
        * (Complex.sin θ ^ 2 + Complex.cos θ ^ 2)) * Complex.I_sq
        + ((Ω : ℂ) * Complex.sin (Ω * z)) * hT
    · refine (hs.ofReal_comp.const_mul (Real.sin θ : ℂ)).congr_deriv ?_
      simp only [Pi.smul_apply, smul_eq_mul, Matrix.cons_val_one, Matrix.cons_val_zero]
      push_cast
      linear_combination ((Ω : ℂ) * Complex.sin θ * Complex.cos (Ω * z)
        - I * Ω * Complex.sin θ * Complex.cos θ * Complex.sin (Ω * z)) * Complex.I_sq
  · ext i
    fin_cases i <;> simp [ψ]

end

end OpticalActivityBirefringence
```

```lean
#print axioms OpticalActivityBirefringence.birefringence_caps_rotation
```

```
'OpticalActivityBirefringence.birefringence_caps_rotation' depends on axioms: [propext, Classical.choice, Quot.sound]
```

## Two amplitudes and two ways of coupling them

Let $\psi_0(z)$ and $\psi_1(z)$ be the complex field amplitudes along and across the input polarizer, numbered from zero as in Lean. The phase common to both has been removed. They obey

$$
i\psi'=H\psi,\qquad H=\begin{pmatrix} d & -ig\\ ig & -d\end{pmatrix},
$$

with $d$ and $g$ real. The diagonal entries give the two linear polarizations opposite phase rates, so $2d$ is the difference of their propagation constants. The off-diagonal entries rotate the polarization: for $d=0$ and input $(1,0)$ the solution is $(\cos gz,\sin gz)$, so $g$ is the rotation angle per unit length.

Adding the two effects in one matrix $H$ is a good approximation when $|d|$ and $|g|$ are small compared with the mean propagation constant. Both constants are inputs to the model. They stand for the optical response of the material at one wavelength and for one direction of propagation, and nothing here derives them from its microscopic structure.

## The crossed intensity from a harmonic oscillator

The off-diagonal entries of $H^2$ cancel and each diagonal entry is $d^2+g^2$. With $\Omega=\sqrt{d^2+g^2}$ this reads $H^2=\Omega^2\,\mathbb 1$. Differentiating $\psi'=-iH\psi$ once more gives

$$
\psi''=(-i)^2H^2\psi=-\Omega^2\psi .
$$

To solve this without presupposing uniqueness, write $v=\psi'$ and consider

$$
A=\Omega\cos(\Omega z)\,\psi-\sin(\Omega z)\,v,\qquad
B=\Omega\sin(\Omega z)\,\psi+\cos(\Omega z)\,v .
$$

Since $v'=-\Omega^2\psi$, their derivatives are

$$
\begin{aligned}
A'&=-\Omega^2\sin(\Omega z)\,\psi+\Omega\cos(\Omega z)\,v-\Omega\cos(\Omega z)\,v+\Omega^2\sin(\Omega z)\,\psi=0,\\
B'&=\Omega^2\cos(\Omega z)\,\psi+\Omega\sin(\Omega z)\,v-\Omega\sin(\Omega z)\,v-\Omega^2\cos(\Omega z)\,\psi=0 .
\end{aligned}
$$

Hence $A=\Omega\psi(0)$ and $B=v(0)$ at every depth. The combination $\cos(\Omega z)A+\sin(\Omega z)B$ equals $\Omega\psi(z)$, because $\sin^2+\cos^2=1$ and the terms in $v$ cancel. Inserting $v(0)=-iH\psi(0)$ gives

$$
\Omega\,\psi(z)=\Omega\cos(\Omega z)\,\psi(0)-i\sin(\Omega z)\,H\psi(0).
$$

For $\psi(0)=(1,0)$ we have $H\psi(0)=(d,ig)$. The crossed component is therefore $\Omega\psi_1(z)=g\sin(\Omega z)$, and squaring the modulus yields

$$
(d^2+g^2)\,|\psi_1(z)|^2=g^2\sin^2(\Omega z).
$$

If $g\neq0$, then $\Omega>0$ and we may divide. The squared sine is at most 1 and reaches 1 at $z=\pi/(2\Omega)$, so the maximum is $g^2/(d^2+g^2)$. This equals 1 precisely when $g^2=d^2+g^2$, that is, when $d=0$.

## What the Lean statement says about the medium

`coupling d g` is the matrix $H$. `Propagates d g ψ` says that the function `ψ : ℝ → Fin 2 → ℂ` has derivative $-iH\psi(z)$ at every real $z$. `beatRate d g` is $\Omega$. The crossed amplitude $\psi_1(z)$ is `ψ z 1`, and `‖ψ z 1‖ ^ 2` is its intensity relative to the unit input.

The theorem `birefringence_caps_rotation` takes any solution with `ψ 0 = ![1, 0]` and any $g\neq0$. It concludes three things: the intensity formula at every $z$, the value of the maximum, and the equivalence with $d=0$. `IsGreatest` applied to the range of the intensity means that the number is an upper bound and is also attained. Depth runs over the whole real line, but the maximum is attained at the positive depth $\pi/(2\Omega)$. A sample shorter than that does not reach it.

The condition on $g$ is stronger than the third conclusion needs. That conclusion fails when $d$ and $g$ both vanish, since the crossed intensity is then zero everywhere although $d=0$.

The matrix also fixes the geometry: the birefringence axes coincide with the polarizer directions. If the axes were turned by 45°, the diagonal of $H$ would vanish, the off-diagonal entries would have modulus $\Omega$, and the crossed intensity would reach 1 for every $d$. For axes turned by an angle $\alpha$ the maximum is $(g^2+d^2\sin^2 2\alpha)/(d^2+g^2)$, so the value proved here belongs to the aligned arrangement. Absorption, reflections and variation of the medium with depth are left out of the model.

The capped quantity is an intensity, which for $d\neq0$ is no longer a direct measure of a rotation angle, because the light becomes elliptically polarized. At $z=\pi/(2\Omega)$ the amplitudes are $(-id/\Omega,\,g/\Omega)$. If $|g|>|d|>0$, the long axis of this ellipse has turned by 90°, yet some light remains in the original polarization.

With $z$ read as time and $\hbar=1$, the same equation describes an isolated two-level system with constant real $d$ and $g$ and level splitting $2|d|$ in the absence of coupling. The crossed intensity is then its transition probability.

## How the lemmas carry the argument

`coupling_sq` proves $H^2=\Omega^2\,\mathbb 1$ by checking the four entries, using $i^2=-1$ where needed.

`oscillator` treats functions with values in any real normed space. Its steps `hF` and `hG` show that $A$ and $B$ have zero derivative, and `is_const_of_deriv_eq_zero` equates their values at $z$ and at 0. The closing `calc` block recombines them. The result keeps the factor $\omega$ on the left, so it holds for $\omega=0$ as well, where it says only $0=0$.

`propagation` supplies the second derivative. Multiplication by $H$ is a continuous linear map, so it can be applied to the derivative of $\psi$. `coupling_sq` then turns the repeated product into $\Omega^2\psi$, and `oscillator` gives the propagation law for an arbitrary input polarization, which determines $\psi(z)$ when $\Omega\neq0$.

`crossed_intensity` reads off component 1. Its step `key` is the identity $\Omega\psi_1=g\sin(\Omega z)$, and taking squared norms gives the intensity law before division.

In the main theorem, `hI` divides by the positive number $d^2+g^2$. `hmax` evaluates the intensity at $\pi/(2\Omega)$ and bounds it elsewhere by $\sin^2\le1$. If 1 is also the greatest value, `h1.unique hmax` equates it with $g^2/(d^2+g^2)$, which forces $d^2=0$. The converse is a substitution.

`propagates_witness` shows that such solutions exist. It verifies explicit amplitudes for $d=\Omega\cos\theta$ and $g=\Omega\sin\theta$, where $\Omega$ and $\theta$ are now free real parameters. Every real pair $(d,g)$ has this polar form.

## A slab in numbers, and the thin-sample limit

In a Jones-matrix calculation, the propagation law becomes the matrix of a uniform slab of thickness $L$. For $\Omega>0$ it is

$$
J(L)=\begin{pmatrix}
\cos\Omega L-i\frac d\Omega\sin\Omega L & -\frac g\Omega\sin\Omega L\\[2pt]
\frac g\Omega\sin\Omega L & \cos\Omega L+i\frac d\Omega\sin\Omega L
\end{pmatrix}.
$$

The lower left entry is the crossed amplitude for input $(1,0)$. If a calculation of the optical response supplies the difference $\Delta n$ of the two linear refractive indices, then $|d|=\pi|\Delta n|/\lambda$, with $\lambda$ the vacuum wavelength. The sign of $d$ does not affect the crossed intensity.

Take, for illustration, $\lambda=500\ \mathrm{nm}$, $|\Delta n|=10^{-4}$ and a rotation of 18° per millimetre. Then $|d|=0.2\pi\ \mathrm{mm}^{-1}$ and $g=0.1\pi\ \mathrm{mm}^{-1}$, so the maximum crossed intensity is $0.01/0.05=0.2$, first reached at about $2.24\ \mathrm{mm}$. With $d=0$ the same optical activity would bring the crossed intensity to 1 at $5\ \mathrm{mm}$.

For a thin sample with $\Omega z\ll1$, the sine may be replaced by its argument and the crossed intensity is approximately $g^2z^2$. Birefringence drops out at this order, and the signal is that of a pure rotation by the small angle $gz$.
